# Random Pauli measurements multiply a Pauli string of weight $w$ by $3^{-w}$

Suppose that in each shot every qubit is measured along an independent, uniformly random Pauli axis. To estimate the expectation value of a Pauli string from such data, one can keep the shots whose axes match the string on every qubit where it is not the identity, multiply the signs recorded there, and rescale by $3^w$, where $w$ is the number of those qubits. All other shots count as zero. The rescaling undoes the damping derived here.

## From one qubit to $n$

Let $\sigma_0,\dots,\sigma_3$ be $I,X,Y,Z$. For an axis $b\in\{0,1,2\}$ and an outcome $t\in\{0,1\}$, the one-qubit projector is
$$E_{b,t}=\tfrac12\bigl(1+(-1)^t\sigma_{b+1}\bigr).$$
Since $\operatorname{tr}(\sigma_a\sigma_c)=2\delta_{ac}$, the overlap $\operatorname{tr}(E_{b,t}\sigma_a)$ is $1$ for $a=0$, $(-1)^t$ for $a=b+1$, and $0$ otherwise. Hence
$$\sum_{b,t}\operatorname{tr}(E_{b,t}\sigma_0)E_{b,t}=\sum_b 1=3\sigma_0,\qquad \sum_{b,t}\operatorname{tr}(E_{b,t}\sigma_a)E_{b,t}=\sum_t(-1)^tE_{a-1,t}=\sigma_a\quad(a\neq0).$$

For $n$ qubits, put $E(B,s)=\bigotimes_k E_{B_k,s_k}$, $P=\bigotimes_k\sigma_{p_k}$ and
$$\mathcal S(M)=3^{-n}\sum_{B,s}\operatorname{tr}(E(B,s)M)\,E(B,s).$$
Traces of Kronecker products factorise, and so does the sum over all $B$ and $s$. The $n-w$ identity letters each contribute a factor $3$, so
$$\mathcal S(P)=3^{-n}\,3^{\,n-w}P=3^{-w}P.$$

For any $M$, both $\operatorname{tr}(P\,\mathcal S(M))$ and $\operatorname{tr}(\mathcal S(P)M)$ equal $3^{-n}\sum_{B,s}\operatorname{tr}(E(B,s)M)\operatorname{tr}(E(B,s)P)$. Therefore $\operatorname{tr}(P\,\mathcal S(M))=3^{-w}\operatorname{tr}(PM)$.

Squaring the overlaps removes the signs. The one-qubit sum is then $3\cdot1$ for $a=0$ and $\sum_tE_{a-1,t}=1$ otherwise, which gives
$$3^{-n}\sum_{B,s}\operatorname{tr}(E(B,s)P)^2E(B,s)=3^{-w}\,1.$$
Multiplying by a density matrix $\rho$, taking the trace and multiplying by $3^{2w}$ shows that the single-shot estimator $3^w\operatorname{tr}(E(B,s)P)$ has mean square $3^w$.

For $n=1$ and $\rho=\tfrac12(1+\vec r\cdot\vec\sigma)$, the channel shortens the Bloch vector $\vec r$ to $\vec r/3$.

## Operators, settings and outcomes in Lean

```lean
import Mathlib

open Matrix

namespace PauliShadowChannel

noncomputable section
```

Rows and columns are labelled by bit strings, and an entry of a Kronecker product is a product of one-qubit entries.

```lean
/-- Operators on `n` qubits, as matrices indexed by bit strings. -/
abbrev QubitOp (n : ℕ) := Matrix (Fin n → Fin 2) (Fin n → Fin 2) ℂ

/-- The Kronecker product of `n` one-qubit operators. -/
def tensor {n : ℕ} (A : Fin n → Matrix (Fin 2) (Fin 2) ℂ) : QubitOp n :=
  Matrix.of fun i j => ∏ k, A k (i k) (j k)
```

A string is a function `p` from qubits to letters, and `weight` counts its nonzero letters.

```lean
/-- The one-qubit matrices `I, X, Y, Z`, numbered `0, 1, 2, 3`. -/
def pauli : Fin 4 → Matrix (Fin 2) (Fin 2) ℂ :=
  ![!![1, 0; 0, 1], !![0, 1; 1, 0], !![0, -Complex.I; Complex.I, 0], !![1, 0; 0, -1]]

/-- The Pauli string with letter `p k` on qubit `k`. -/
def pauliString {n : ℕ} (p : Fin n → Fin 4) : QubitOp n :=
  tensor fun k => pauli (p k)

/-- The number of qubits on which a Pauli string is not the identity. -/
def weight {n : ℕ} (p : Fin n → Fin 4) : ℕ :=
  (Finset.univ.filter fun k => p k ≠ 0).card
```

The expression `b.succ` turns an axis into its letter, skipping the identity.

```lean
/-- The operator `(1 ± σ) / 2` for the axis `b` (`X`, `Y` or `Z`) and the sign `(-1) ^ t`. -/
def qubitEffect (b : Fin 3) (t : Fin 2) : Matrix (Fin 2) (Fin 2) ℂ :=
  (1 / 2 : ℂ) • (1 + ((-1 : ℂ) ^ (t : ℕ)) • pauli b.succ)

/-- The operator `E(B, s)`: the Kronecker product of the one-qubit operators `(1 ± σ) / 2`. -/
def effect {n : ℕ} (B : Fin n → Fin 3) (s : Fin n → Fin 2) : QubitOp n :=
  tensor fun k => qubitEffect (B k) (s k)
```

The channel uses each projector twice: in the trace, which is the Born probability when `M` is a density matrix, and as the state recorded afterwards. Axes are uniform and independent, and readout is noiseless. `shadowChannel` is a plain function on matrices; complete positivity is not addressed.

```lean
/-- The measurement channel of classical shadows with a uniformly random Pauli axis per qubit. -/
def shadowChannel {n : ℕ} (M : QubitOp n) : QubitOp n :=
  ((3 : ℂ) ^ n)⁻¹ • ∑ B : Fin n → Fin 3, ∑ s : Fin n → Fin 2,
    trace (effect B s * M) • effect B s
```

With axis probabilities $q_b$ as a parameter instead, the factor $3^{-w}$ would become the product of $q_{p_k-1}$ over the qubits with $p_k\neq0$, and strings of equal weight could be damped differently.

## Factorising the sums

The first lemma exchanges sums over configurations with a product over qubits. It also factorises the trace, whose row and column sums have the same shape.

```lean
/-- A double sum over configurations of a product of local terms is the product of the
local double sums. -/
theorem sum_sum_prod {n : ℕ} {α β : Type} [Fintype α] [Fintype β]
    (f : Fin n → α → β → ℂ) :
    ∑ B : Fin n → α, ∑ s : Fin n → β, ∏ k, f k (B k) (s k) = ∏ k, ∑ b, ∑ t, f k b t := by
  rw [Finset.prod_univ_sum, Fintype.piFinset_univ]
  refine Finset.sum_congr rfl fun B _ => ?_
  rw [Finset.prod_univ_sum, Fintype.piFinset_univ]

/-- The trace pairing of two Kronecker products is the product of the one-qubit pairings. -/
theorem trace_tensor_mul {n : ℕ} (A C : Fin n → Matrix (Fin 2) (Fin 2) ℂ) :
    trace (tensor A * tensor C) = ∏ k, trace (A k * C k) := by
  simp only [Matrix.trace, Matrix.diag_apply, Matrix.mul_apply, tensor, Matrix.of_apply,
    ← Finset.prod_mul_distrib]
  exact sum_sum_prod fun k a b => A k a b * C k b a
```

The one-qubit overlaps and sums are checked case by case, over letters, axes and outcomes in the first lemma and over letters and matrix entries in the second.

```lean
/-- The overlap of `(1 ± σ) / 2` with a Pauli matrix is `1` for the identity, the sign for
the Pauli matrix of the same axis, and `0` for the other two. -/
theorem trace_qubitEffect (a : Fin 4) (b : Fin 3) (t : Fin 2) :
    trace (qubitEffect b t * pauli a) =
      if a = 0 then 1 else if a = b.succ then (-1 : ℂ) ^ (t : ℕ) else 0 := by
  simp only [Matrix.trace_fin_two, Matrix.mul_apply, Fin.sum_univ_two, qubitEffect,
    Matrix.smul_apply, Matrix.add_apply, smul_eq_mul]
  fin_cases a <;> fin_cases b <;> fin_cases t <;> simp [pauli] <;>
    (try ring_nf) <;> (try simp [Complex.I_sq])

/-- On one qubit, the sum over axes and signs multiplies the identity by `3` and
leaves `X`, `Y`, `Z` unchanged, entry by entry. -/
theorem qubit_sum (a : Fin 4) (i j : Fin 2) :
    ∑ b, ∑ t, trace (qubitEffect b t * pauli a) * qubitEffect b t i j =
      (if a = 0 then 3 else 1) * pauli a i j := by
  simp only [trace_qubitEffect]
  fin_cases a <;> fin_cases i <;> fin_cases j <;>
    simp [Fin.sum_univ_three, Fin.sum_univ_two, qubitEffect, pauli] <;>
    (try ring_nf)
```

Distributing $3^{-n}$ over the qubits leaves $3/3$ at each identity letter and $1/3$ elsewhere.

```lean
/-- The product of a factor `3` for each identity letter and `1` for each other letter, divided by
`3 ^ n`, is `(1/3) ^ weight`. -/
theorem weight_factor {n : ℕ} (p : Fin n → Fin 4) :
    ((3 : ℂ) ^ n)⁻¹ * ∏ k, (if p k = 0 then (3 : ℂ) else 1) = (1 / 3) ^ weight p := by
  have h1 : ((3 : ℂ) ^ n)⁻¹ = ∏ _k : Fin n, (3 : ℂ)⁻¹ := by simp
  have h2 : (1 / 3 : ℂ) ^ weight p = ∏ k, if p k ≠ 0 then (1 / 3 : ℂ) else 1 := by
    rw [weight, ← Finset.prod_const, Finset.prod_filter]
  rw [h1, h2, ← Finset.prod_mul_distrib]
  refine Finset.prod_congr rfl fun k _ => ?_
  by_cases h : p k = 0 <;> simp [h]
```

## The damping factor

The main theorem holds for every `n` and every string. Its proof compares entries `i j`, splits the sum with `sum_sum_prod`, inserts `qubit_sum` and collects the factors.

```lean
/-- The measurement channel multiplies each Pauli string by `(1/3) ^ weight`. -/
theorem shadowChannel_pauliString {n : ℕ} (p : Fin n → Fin 4) :
    shadowChannel (pauliString p) = ((1 / 3 : ℂ) ^ weight p) • pauliString p := by
  ext i j
  simp only [shadowChannel, pauliString, effect, Matrix.smul_apply, Matrix.sum_apply,
    smul_eq_mul, trace_tensor_mul]
  simp only [tensor, Matrix.of_apply, ← Finset.prod_mul_distrib]
  -- the sum over settings and outcomes splits into one-qubit sums
  rw [sum_sum_prod fun k b t =>
    trace (qubitEffect b t * pauli (p k)) * qubitEffect b t (i k) (j k)]
  simp only [qubit_sum]
  rw [Finset.prod_mul_distrib, ← mul_assoc, weight_factor]
```

For a general operator, `hsymm` states that the channel is symmetric with respect to the trace pairing, as in the derivation above.

```lean
/-- For every operator `M`, the channel multiplies the Pauli component `tr (P M)` by `(1/3) ^
weight`. -/
theorem trace_pauliString_shadowChannel {n : ℕ} (p : Fin n → Fin 4) (M : QubitOp n) :
    trace (pauliString p * shadowChannel M) =
      (1 / 3 : ℂ) ^ weight p * trace (pauliString p * M) := by
  -- the channel is symmetric for the trace pairing
  have hsymm : trace (pauliString p * shadowChannel M) =
      trace (shadowChannel (pauliString p) * M) := by
    simp only [shadowChannel, Matrix.mul_smul, Matrix.smul_mul, Matrix.mul_sum,
      Matrix.sum_mul, Matrix.trace_smul, Matrix.trace_sum]
    refine congrArg _ (Finset.sum_congr rfl fun B _ => Finset.sum_congr rfl fun s _ => ?_)
    rw [Matrix.trace_mul_comm (pauliString p) (effect B s)]
    simp only [smul_eq_mul]
    ring
  rw [hsymm, shadowChannel_pauliString, Matrix.smul_mul, Matrix.trace_smul, smul_eq_mul]
```

## The mean square of the single-shot estimator

In the second moment, `hq` is the one-qubit sum with squared overlaps, and `hone` identifies the product of one-qubit identities with the full identity.

```lean
/-- Weighting each `E(B, s)` by its squared overlap with a Pauli string, summing over the outcomes
`s` and averaging over the settings `B` gives `(1/3) ^ weight` times the identity. -/
theorem second_moment {n : ℕ} (p : Fin n → Fin 4) :
    ((3 : ℂ) ^ n)⁻¹ • ∑ B : Fin n → Fin 3, ∑ s : Fin n → Fin 2,
      (trace (effect B s * pauliString p)) ^ 2 • effect B s =
      ((1 / 3 : ℂ) ^ weight p) • (1 : QubitOp n) := by
  have hq : ∀ (a : Fin 4) (i j : Fin 2),
      ∑ b, ∑ t, (trace (qubitEffect b t * pauli a)) ^ 2 * qubitEffect b t i j =
        (if a = 0 then 3 else 1) * (1 : Matrix (Fin 2) (Fin 2) ℂ) i j := by
    intro a i j
    simp only [trace_qubitEffect]
    fin_cases a <;> fin_cases i <;> fin_cases j <;>
      simp [Fin.sum_univ_three, Fin.sum_univ_two, qubitEffect, pauli] <;>
      (try ring_nf)
  have hone : ∀ i j : Fin n → Fin 2,
      ∏ k, (1 : Matrix (Fin 2) (Fin 2) ℂ) (i k) (j k) = (1 : QubitOp n) i j := by
    intro i j
    by_cases h : i = j
    · subst h
      simp
    · obtain ⟨k, hk⟩ := Function.ne_iff.mp h
      rw [Matrix.one_apply_ne h]
      exact Finset.prod_eq_zero (Finset.mem_univ k) (Matrix.one_apply_ne hk)
  ext i j
  simp only [pauliString, effect, Matrix.smul_apply, Matrix.sum_apply, smul_eq_mul,
    trace_tensor_mul]
  simp only [tensor, Matrix.of_apply, ← Finset.prod_pow, ← Finset.prod_mul_distrib]
  rw [sum_sum_prod fun k b t =>
    (trace (qubitEffect b t * pauli (p k))) ^ 2 * qubitEffect b t (i k) (j k)]
  simp only [hq]
  rw [Finset.prod_mul_distrib, ← mul_assoc, weight_factor, hone]
```

The last theorem traces this identity against `ρ`. It assumes only unit trace. When `ρ` is a density matrix, the weights `tr (E ρ)` are the outcome probabilities for a given setting, and the left-hand side, including the factor $3^{-n}$, is the mean square of the single-shot estimator.

```lean
/-- For every `ρ` of unit trace and Pauli string `P`, the square of `3 ^ weight * tr (E P)`,
weighted by `tr (E ρ)`, summed over outcomes and averaged over settings, is `3 ^ weight`. -/
theorem estimator_mean_square {n : ℕ} (p : Fin n → Fin 4) (ρ : QubitOp n)
    (hρ : trace ρ = 1) :
    ((3 : ℂ) ^ n)⁻¹ * ∑ B : Fin n → Fin 3, ∑ s : Fin n → Fin 2,
      trace (effect B s * ρ) * (3 ^ weight p * trace (effect B s * pauliString p)) ^ 2 =
      3 ^ weight p := by
  have h := congrArg (fun A => trace (A * ρ)) (second_moment p)
  simp only [Matrix.smul_mul, Matrix.sum_mul, Matrix.trace_smul, Matrix.trace_sum,
    smul_eq_mul, Matrix.one_mul, hρ] at h
  -- pull the rescaling factor out of the average
  calc _ = ((3 : ℂ) ^ weight p) ^ 2 * (((3 : ℂ) ^ n)⁻¹ * ∑ B : Fin n → Fin 3,
        ∑ s : Fin n → Fin 2,
          (trace (effect B s * pauliString p)) ^ 2 * trace (effect B s * ρ)) := by
        simp only [Finset.mul_sum]
        refine Finset.sum_congr rfl fun B _ => Finset.sum_congr rfl fun s _ => ?_
        ring
    _ = 3 ^ weight p := by
        rw [h, one_div, inv_pow]
        field_simp

end

end PauliShadowChannel
```

In electronic structure, a qubit-encoded Hamiltonian is a linear combination of Pauli strings. Under noiseless, uniformly random Pauli measurements, the strings of higher weight have the larger single-shot mean squares; in the energy estimate, each string's contribution is also scaled by its coefficient.

```lean
#print axioms PauliShadowChannel.shadowChannel_pauliString
#print axioms PauliShadowChannel.trace_pauliString_shadowChannel
#print axioms PauliShadowChannel.estimator_mean_square
```

```
'PauliShadowChannel.shadowChannel_pauliString' depends on axioms: [propext, Classical.choice, Quot.sound]
'PauliShadowChannel.trace_pauliString_shadowChannel' depends on axioms: [propext, Classical.choice, Quot.sound]
'PauliShadowChannel.estimator_mean_square' depends on axioms: [propext, Classical.choice, Quot.sound]
```
